# The least-energy filling of finitely many plane waves is unique exactly at closed-shell electron numbers

A filling is modelled here as a set of labelled plane waves, not as a list of occupied energies. Two waves of equal kinetic energy stay distinct, so if one is occupied and the other empty, moving the electron from the first to the second gives a different filling with the same total energy. "Unique" therefore means that the occupied waves themselves are determined.

The labels form a type `ι`, which is finite wherever all the waves are counted. Each label holds at most one electron; spin can be included by making it part of the label. The electrons don't interact, there is no external potential, and occupations are 0 or 1.

```lean
import Mathlib

open Finset

namespace PlaneWaveFilling

noncomputable section

variable {ι : Type*}
```

## Energies, ground fillings and shells

Let $t_i$ be the kinetic energy of wave $i$. Until the section on cutoff spheres, $t$ is an arbitrary real function on the labels. A filling $S$ has energy

$$E(S)=\sum_{i\in S}t_i .$$

In Lean a filling is a `Finset ι`, a finite set without repetition, which enforces single occupation.

```lean
/-- Total kinetic energy of a filling `S`, in which each plane wave of `S` holds one electron. -/
def energy (t : ι → ℝ) (S : Finset ι) : ℝ := ∑ i ∈ S, t i
```

A ground filling for $n$ electrons has $n$ elements and satisfies $E(S)\le E(T)$ for every filling $T$ with $n$ elements. The electron number is fixed, and the inequality allows ties.

```lean
/-- `S` is a ground filling for `n` electrons: it occupies `n` waves, and no other choice of
`n` waves has a lower total energy. -/
def IsGround (t : ι → ℝ) (n : ℕ) (S : Finset ι) : Prop :=
  S.card = n ∧ ∀ T : Finset ι, T.card = n → energy t S ≤ energy t T
```

For a real cutoff $c$, the closed shell is

$$F_c=\{i : t_i\le c\}.$$

It contains every wave up to the cutoff, not only those of one degenerate level, and waves exactly at the cutoff are included.

```lean
/-- The closed shell at cutoff `c`: all plane waves of kinetic energy at most `c`. -/
def shell [Fintype ι] (t : ι → ℝ) (c : ℝ) : Finset ι := univ.filter (fun i => t i ≤ c)
```

Membership is thus the inequality $t_i\le c$, which the later proofs use in this form.

```lean
/-- A wave belongs to the closed shell exactly when its energy does not exceed the cutoff. -/
theorem mem_shell [Fintype ι] {t : ι → ℝ} {c : ℝ} {i : ι} : i ∈ shell t c ↔ t i ≤ c := by
  simp [shell]
```

## Moving one electron

Take an occupied wave $i\in S$ and an empty wave $j\notin S$, and let $S'=(S\setminus\{i\})\cup\{j\}$. One label leaves and one enters, so $|S'|=|S|$, and

$$E(S')=E(S)-t_i+t_j .$$

The Lean expression for $S'$ is `insert j (S.erase i)`. The proof first notes that $j$ is still absent after $i$ is removed, then splits the term $t_i$ off the old sum and the term $t_j$ off the new one.

```lean
/-- Moving an electron from an occupied wave `i` to an empty wave `j` keeps the electron number
and changes the energy by `t j - t i`. -/
theorem swap [DecidableEq ι] (t : ι → ℝ) {S : Finset ι} {i j : ι} (hi : i ∈ S) (hj : j ∉ S) :
    (insert j (S.erase i)).card = S.card ∧
      energy t (insert j (S.erase i)) = energy t S + (t j - t i) := by
  have hj' : j ∉ S.erase i := fun h => hj (mem_of_mem_erase h)
  constructor
  · rw [card_insert_of_notMem hj', card_erase_add_one hi]
  · have h := add_sum_erase S t hi
    unfold energy
    rw [sum_insert hj']
    linarith
```

If $S$ is a ground filling, then $E(S)\le E(S')$, hence $t_i\le t_j$. This is the aufbau rule. It permits equality, and that is where an ambiguity can enter.

```lean
/-- Aufbau rule: in a ground filling no occupied wave lies above an empty one. -/
theorem aufbau {t : ι → ℝ} {n : ℕ} {S : Finset ι} (hS : IsGround t n S) {i j : ι}
    (hi : i ∈ S) (hj : j ∉ S) : t i ≤ t j := by
  classical
  obtain ⟨hc, he⟩ := swap t hi hj
  have h := hS.2 _ (hc.trans hS.1)
  linarith
```

## A strict gap means a closed shell

Suppose that $t_i<t_j$ for all $i\in S$ and $j\notin S$. If $S$ is not empty, let $c$ be its highest occupied energy. Every occupied wave satisfies $t_i\le c$, and every empty one lies strictly above $c$, so $S=F_c$. If $S$ is empty, the cutoff

$$c=-\sum_i|t_i|-1$$

lies below all energies, and again $S=F_c$.

Conversely, if $S=F_c$, then $t_i\le c<t_j$ for $i$ occupied and $j$ empty. The gap condition holds vacuously for the empty and the full filling, and both are closed shells.

The Lean proof makes the same case distinction, with `exists_max_image` supplying the highest occupied wave.

```lean
variable [Fintype ι]

/-- Every occupied wave lies strictly below every empty one exactly when the filling is a
closed shell. -/
theorem gap_iff_shell (t : ι → ℝ) (S : Finset ι) :
    (∀ i ∈ S, ∀ j, j ∉ S → t i < t j) ↔ ∃ c : ℝ, S = shell t c := by
  constructor
  · intro hgap
    rcases S.eq_empty_or_nonempty with hS | hS
    · -- no electrons: put the cutoff below all energies
      refine ⟨-(∑ i, |t i|) - 1, ?_⟩
      ext i
      have h1 : |t i| ≤ ∑ i, |t i| :=
        single_le_sum (f := fun i => |t i|) (fun i _ => abs_nonneg (t i)) (mem_univ i)
      have h2 := neg_abs_le (t i)
      rw [mem_shell, hS]
      constructor
      · intro h
        exact absurd h (notMem_empty i)
      · intro h
        linarith
    · -- otherwise the cutoff is the highest occupied energy
      obtain ⟨m, hm, hmax⟩ := exists_max_image S t hS
      refine ⟨t m, ?_⟩
      ext i
      rw [mem_shell]
      constructor
      · exact fun hi => hmax i hi
      · intro hi
        by_contra hn
        exact absurd (hgap m hm i hn) (not_lt_of_ge hi)
  · rintro ⟨c, rfl⟩ i hi j hj
    rw [mem_shell] at hi hj
    exact lt_of_le_of_lt hi (not_le.mp hj)
```

## A closed shell beats every other filling of its size

Let $|T|=|F_c|$ and $T\ne F_c$. Measure energies from the cutoff and separate the waves common to both fillings:

$$\sum_{i\in F_c}(t_i-c)=\sum_{i\in F_c\cap T}(t_i-c)+\sum_{i\in F_c\setminus T}(t_i-c),$$

$$\sum_{i\in T}(t_i-c)=\sum_{i\in F_c\cap T}(t_i-c)+\sum_{i\in T\setminus F_c}(t_i-c).$$

The last sum in the first line is at most zero. The last sum in the second line is strictly positive: each of its terms is positive, and $T\setminus F_c$ is not empty, since otherwise $T\subseteq F_c$ with equal sizes would force $T=F_c$. Therefore

$$E(F_c)-c|F_c|<E(T)-c|T| .$$

The sizes agree, so the terms in $c$ cancel and $E(F_c)<E(T)$.

In the code, `h1` and `h2` are the two decompositions, `h3` and `h4` are the signs of the remainders, and `h5` is the inequality before the cancellation.

```lean
/-- A closed shell has strictly less energy than any other filling with as many electrons. -/
theorem shell_lt (t : ι → ℝ) (c : ℝ) {T : Finset ι} (hT : T.card = (shell t c).card)
    (hne : T ≠ shell t c) : energy t (shell t c) < energy t T := by
  classical
  -- measure energies from the cutoff and split off the common waves
  have h1 := sum_sdiff (f := fun i => t i - c)
    (inter_subset_left : shell t c ∩ T ⊆ shell t c)
  have h2 := sum_sdiff (f := fun i => t i - c)
    (inter_subset_right : shell t c ∩ T ⊆ T)
  have h3 : ∑ i ∈ shell t c \ (shell t c ∩ T), (t i - c) ≤ 0 := by
    refine sum_nonpos (fun i hi => ?_)
    have h := mem_shell.1 (mem_sdiff.1 hi).1
    linarith
  have h4 : 0 < ∑ i ∈ T \ (shell t c ∩ T), (t i - c) := by
    refine sum_pos (fun i hi => ?_) ?_
    · obtain ⟨ha, hb⟩ := mem_sdiff.1 hi
      have h : ¬ t i ≤ c := fun h => hb (mem_inter.2 ⟨mem_shell.2 h, ha⟩)
      linarith [not_le.mp h]
    · by_contra hemp
      refine hne (eq_of_subset_of_card_le (fun i hi => ?_) hT.ge)
      by_contra hn
      exact hemp ⟨i, mem_sdiff.2 ⟨hi, fun h => hn (mem_inter.1 h).1⟩⟩
  have h5 : ∑ i ∈ shell t c, (t i - c) < ∑ i ∈ T, (t i - c) := by linarith
  simp only [sum_sub_distrib, sum_const, nsmul_eq_mul] at h5
  rw [hT] at h5
  unfold energy
  linarith
```

## The uniqueness criterion

Suppose that $S$ is the only ground filling for $n$ electrons. If some occupied $i$ and empty $j$ had $t_j\le t_i$, the swapped filling $S'$ would satisfy $E(S')\le E(S)$. It would then be a ground filling too, and it differs from $S$ because it contains $j$. This contradicts uniqueness, so the gap is strict, $S=F_c$ for some $c$, and $n=|F_c|$.

Conversely, if $n=|F_c|$, the preceding comparison makes $F_c$ a ground filling and excludes any other.

The statement `∃! S, IsGround t n S` says that exactly one ground filling exists. It is equivalent to `∃ c : ℝ, n = (shell t c).card` for every natural number $n$. For $n=0$ both sides are true; when $n$ exceeds the number of waves both are false.

```lean
/-- The ground filling for `n` electrons is unique if and only if `n` is the number of plane
waves with kinetic energy at most `c`, for some real `c`. -/
theorem unique_ground_iff (t : ι → ℝ) (n : ℕ) :
    (∃! S, IsGround t n S) ↔ ∃ c : ℝ, n = (shell t c).card := by
  classical
  constructor
  · rintro ⟨S, hS, huniq⟩
    have hS' : IsGround t n S := hS
    have hgap : ∀ i ∈ S, ∀ j, j ∉ S → t i < t j := by
      intro i hi j hj
      by_contra hlt
      -- without a gap, the swapped filling is a second ground filling
      obtain ⟨hc, he⟩ := swap t hi hj
      have hG : IsGround t n (insert j (S.erase i)) := by
        refine ⟨hc.trans hS'.1, fun T hT => ?_⟩
        have h := hS'.2 T hT
        linarith [not_lt.mp hlt]
      have heq : insert j (S.erase i) = S := huniq _ hG
      exact hj (heq ▸ mem_insert_self j (S.erase i))
    obtain ⟨c, hc⟩ := (gap_iff_shell t S).1 hgap
    exact ⟨c, by rw [← hc, hS'.1]⟩
  · rintro ⟨c, hc⟩
    refine ⟨shell t c, ⟨hc.symm, fun T hT => ?_⟩, fun T hT => ?_⟩
    · by_cases h : T = shell t c
      · rw [h]
      · exact (shell_lt t c (hT.trans hc) h).le
    · have hT' : IsGround t n T := hT
      by_contra h
      exact absurd (shell_lt t c (hT'.1.trans hc) h) (not_lt_of_ge (hT'.2 _ hc.symm))
```

For non-interacting electrons without an external potential, restricted to finitely many plane waves, the criterion identifies the electron numbers at which minimising the energy fixes a single set of occupied waves. At every other electron number that does not exceed the number of waves, several fillings share the least energy, and the energy alone does not select one of them.

To see this degeneracy, let $n$ be at most the number of waves and different from every $|F_c|$. There are finitely many fillings with $n$ electrons, and at least one, so a least energy is attained by some $S$. If $S$ were the only minimiser, the criterion would give $n=|F_c|$ for some $c$, contrary to assumption. Hence a second filling has the same least energy. In Lean, `powersetCard n univ` is the finite collection of candidates.

```lean
/-- Open shell: if `n` does not exceed the number of waves and is not the size of any closed
shell, then at least two different fillings share the least energy. -/
theorem open_shell (t : ι → ℝ) {n : ℕ} (hn : n ≤ Fintype.card ι)
    (hopen : ∀ c : ℝ, n ≠ (shell t c).card) :
    ∃ S T, S ≠ T ∧ IsGround t n S ∧ IsGround t n T := by
  -- a minimum exists because there are finitely many fillings
  obtain ⟨S, hS, hmin⟩ := exists_min_image (powersetCard n (univ : Finset ι)) (energy t)
    (powersetCard_nonempty.2 (by simpa using hn))
  have hG : IsGround t n S := ⟨(mem_powersetCard.1 hS).2,
    fun T hT => hmin T (mem_powersetCard.2 ⟨subset_univ T, hT⟩)⟩
  by_contra hno
  obtain ⟨c, hc⟩ := (unique_ground_iff t n).1 ⟨S, hG, fun T hT => by
    by_contra hne
    exact hno ⟨T, S, hne, hT, hG⟩⟩
  exact hopen c hc
```

## Cutoff spheres in reciprocal space

Now let the wave with label $i$ have wave vector $k+G_i$, where $k$ is the Bloch vector. In atomic units its kinetic energy is

$$t_i=\tfrac12|k+G_i|^2 .$$

The dimension `d` is arbitrary. The vectors $G_i$ need not form a lattice or be distinct; equal vectors with different labels count as separate places for electrons, as the inclusion of spin requires.

```lean
/-- Kinetic energy `|k + G|² / 2` of the plane waves at Bloch vector `k`, in atomic units. -/
def kinetic {d : ℕ} (k : EuclideanSpace ℝ (Fin d)) (G : ι → EuclideanSpace ℝ (Fin d))
    (i : ι) : ℝ := ‖k + G i‖ ^ 2 / 2
```

An energy cutoff $c\ge0$ selects the same waves as the radius $R=\sqrt{2c}$, because $|k+G_i|\ge0$. In the other direction, a radius $R\ge0$ corresponds to $c=R^2/2$. A negative cutoff or radius selects nothing, and the proof then takes $-1$ for its partner. The proof uses the general criterion to reduce the claim to a comparison of cutoffs with radii, and the auxiliary statement `key` turns each such equivalence of inequalities into an equality of sets.

The radius ranges over all real numbers. Negative values matter for $n=0$ when some wave has $k+G_i=0$, since even the sphere of radius zero then contains a wave. The spheres count only waves in the given finite set, so a basis truncated in another shape can have different closed-shell numbers from the full lattice.

```lean
/-- For plane waves of wave vectors `k + G`, the ground filling is unique if and only if `n`
counts the waves with `|k + G| ≤ R` for some real `R`. -/
theorem unique_ground_iff_sphere {d : ℕ} (k : EuclideanSpace ℝ (Fin d))
    (G : ι → EuclideanSpace ℝ (Fin d)) (n : ℕ) :
    (∃! S, IsGround (kinetic k G) n S) ↔
      ∃ R : ℝ, n = (univ.filter (fun i => ‖k + G i‖ ≤ R)).card := by
  -- a cutoff energy and a cutoff radius select the same waves
  have key : ∀ c R : ℝ, (∀ x : ℝ, 0 ≤ x → (x ^ 2 / 2 ≤ c ↔ x ≤ R)) →
      shell (kinetic k G) c = univ.filter (fun i => ‖k + G i‖ ≤ R) := by
    intro c R h
    ext i
    rw [mem_shell, mem_filter]
    exact ⟨fun hi => ⟨mem_univ i, (h _ (norm_nonneg _)).1 hi⟩,
      fun hi => (h _ (norm_nonneg _)).2 hi.2⟩
  rw [unique_ground_iff]
  constructor
  · rintro ⟨c, hc⟩
    rcases le_or_gt 0 c with h0 | h0
    · have hs : Real.sqrt (2 * c) ^ 2 = 2 * c := Real.sq_sqrt (by linarith)
      have hp := Real.sqrt_nonneg (2 * c)
      refine ⟨Real.sqrt (2 * c), ?_⟩
      rw [hc, key c (Real.sqrt (2 * c))]
      exact fun x hx => ⟨fun h => by nlinarith, fun h => by nlinarith⟩
    · refine ⟨-1, ?_⟩
      rw [hc, key c (-1)]
      exact fun x hx => ⟨fun h => by nlinarith [sq_nonneg x], fun h => by linarith⟩
  · rintro ⟨R, hR⟩
    rcases le_or_gt 0 R with h0 | h0
    · refine ⟨R ^ 2 / 2, ?_⟩
      rw [hR, key (R ^ 2 / 2) R]
      exact fun x hx => ⟨fun h => by nlinarith, fun h => by nlinarith⟩
    · refine ⟨-1, ?_⟩
      rw [hR, key (-1) R]
      exact fun x hx => ⟨fun h => by nlinarith [sq_nonneg x], fun h => by linarith⟩

end

end PlaneWaveFilling
```

```lean
#print axioms PlaneWaveFilling.aufbau
#print axioms PlaneWaveFilling.open_shell
#print axioms PlaneWaveFilling.unique_ground_iff_sphere
```

```
'PlaneWaveFilling.aufbau' depends on axioms: [propext, Classical.choice, Quot.sound]
'PlaneWaveFilling.open_shell' depends on axioms: [propext, Classical.choice, Quot.sound]
'PlaneWaveFilling.unique_ground_iff_sphere' depends on axioms: [propext, Classical.choice, Quot.sound]
```
